# The exponential of a complex multiple of a finite diagonal Hamiltonian is taken level by level

The Hamiltonian `H0 E` is a diagonal complex matrix over a finite set of levels, with a real energy `E j` at each level `j`. The theorem states that, for any complex number `c`, the matrix exponential of `c • H0 E` is again diagonal, with entries `Complex.exp (c * E j)`. The energies may coincide, and nothing is assumed about their order or sign. The attempt first writes `c • H0 E` as a diagonal matrix, then uses `Matrix.exp_diagonal` to move the exponential onto the function that lists the diagonal entries. It remains to compare the two sides at one level `j`.

In Lean, a first try:

```lean
import Mathlib

open Matrix Filter Topology NormedSpace

namespace ExpSmulH0

noncomputable section

variable {n : Type*} [Fintype n] [DecidableEq n]

/-- The unperturbed Hamiltonian, diagonal with real energies `E j`. -/
def H0 (E : n → ℝ) : Matrix n n ℂ := Matrix.diagonal fun j => (E j : ℂ)

/-- The exponential of a multiple of `H0` is diagonal, with entries `exp(c E j)`. -/
theorem exp_smul_H0 (E : n → ℝ) (c : ℂ) :
    NormedSpace.exp (c • H0 E) = Matrix.diagonal fun j => Complex.exp (c * E j) := by
  have h : c • H0 E = Matrix.diagonal fun j => c * (E j : ℂ) := by
    ext i j
    by_cases hij : i = j
    · subst hij
      simp [H0]
    · simp [H0, hij]
  rw [h, Matrix.exp_diagonal]
  refine congrArg Matrix.diagonal (funext fun j => ?_)
  rw [Pi.exp_apply, Complex.exp_eq_exp_ℂ]

end

end ExpSmulH0
```

Messages:

```
Main.lean:25:6: error(lean.unknownIdentifier): Unknown identifier `Pi.exp_apply`
Main.lean:16:83: error: unsolved goals
n : Type u_1
inst✝¹ : Fintype n
inst✝ : DecidableEq n
E : n → ℝ
c : ℂ
h : c • H0 E = diagonal fun j => c * ↑(E j)
j : n
⊢ exp (fun j => c * ↑(E j)) j = Complex.exp (c * ↑(E j))
```

The first message says that the name `Pi.exp_apply` does not resolve in this file, so the last `rw` fails. The second shows the goal this leaves open: the exponential of the whole function `fun j => c * ↑(E j)`, evaluated at `j`, must equal the complex exponential of its value at `j`. The earlier steps have gone through.

The repair proves the missing step through `NormedSpace.map_exp`, which lets a continuous ring homomorphism pass through the exponential. Here the homomorphism is evaluation at `j`, `Pi.evalRingHom`, and `continuous_apply j` supplies its continuity. The resulting `hexp` says that exponentiating the function and then evaluating at `j` gives the same number as evaluating first and then exponentiating.

The rewrite with `Complex.exp_eq_exp_ℂ`, kept from the first attempt, turns `Complex.exp` on the right into the general `NormedSpace.exp` that appears in `hexp`, and `exact hexp` closes the goal. The added comment only explains the step.

The repair, with which the file compiles:

```diff
@@ -23,5 +23,9 @@
   rw [h, Matrix.exp_diagonal]
   refine congrArg Matrix.diagonal (funext fun j => ?_)
-  rw [Pi.exp_apply, Complex.exp_eq_exp_ℂ]
+  -- evaluation at the level `j` is a continuous ring homomorphism
+  have hexp := NormedSpace.map_exp (Pi.evalRingHom (fun _ : n => ℂ) j)
+    (continuous_apply j) (fun i => c * (E i : ℂ))
+  rw [Complex.exp_eq_exp_ℂ]
+  exact hexp
 
 end
```
